# In a six-phase model alloy, AB3 lies 0.06 eV per atom above the AB2–B tie line

Give the phases A, A3B, AB, AB2, AB3 and B the formation energies 0, −0.20, −0.35, −0.28, −0.15 and 0 eV per atom. Then the least energy of any mixture of them with B fraction 3/4 is −0.21 eV per atom, reached only with 3/4 of the atoms in AB2 and 1/4 in B, so that AB3 lies 0.06 eV per atom above the hull.

```lean
import Mathlib

open Finset

namespace BinaryAlloyHull

noncomputable section

/-- Number of A atoms in the formula units of A, A3B, AB, AB2, AB3, B, in this order. -/
def atomsA : Fin 6 → ℕ := ![1, 3, 1, 1, 1, 0]

/-- Number of B atoms in the formula units of A, A3B, AB, AB2, AB3, B, in this order. -/
def atomsB : Fin 6 → ℕ := ![0, 1, 1, 2, 3, 1]

/-- Atomic fraction of B in each phase. -/
def fractionB (i : Fin 6) : ℝ := (atomsB i : ℝ) / ((atomsA i : ℝ) + (atomsB i : ℝ))

/-- Formation energies of A, A3B, AB, AB2, AB3, B in eV per atom. -/
def formationEnergy : Fin 6 → ℝ := ![0, -0.20, -0.35, -0.28, -0.15, 0]

/-- The numbers `f i` are the atomic fractions of the phases in a mixture whose overall
B fraction is `x`. -/
def IsMixture (f : Fin 6 → ℝ) (x : ℝ) : Prop :=
  (∀ i, 0 ≤ f i) ∧ ∑ i, f i = 1 ∧ ∑ i, f i * fractionB i = x

/-- Energy per atom of a mixture with atomic fractions `f` of phases with energies `E`. -/
def mixtureEnergy (E f : Fin 6 → ℝ) : ℝ := ∑ i, f i * E i

/-- The energies of all mixtures with overall B fraction `x`. -/
def mixtureEnergies (E : Fin 6 → ℝ) (x : ℝ) : Set ℝ :=
  {y | ∃ f, IsMixture f x ∧ mixtureEnergy E f = y}

/-- The hull energy at B fraction `x`, for `x` between 0 and 1: the infimum of the energies of
all mixtures of that composition. -/
def hullEnergy (E : Fin 6 → ℝ) (x : ℝ) : ℝ := sInf (mixtureEnergies E x)

/-- Energy of phase `i` above the hull at its own composition. -/
def energyAboveHull (E : Fin 6 → ℝ) (i : Fin 6) : ℝ := E i - hullEnergy E (fractionB i)

/-- The largest of the four straight lines through A and A3B, A3B and AB, AB and AB2,
AB2 and B in the diagram of formation energy against B fraction. -/
def tieLineEnvelope (x : ℝ) : ℝ :=
  max (max (-0.8 * x) (-0.05 - 0.6 * x)) (max (-0.56 + 0.42 * x) (-0.84 + 0.84 * x))

/-- The B fractions of the six phases, computed from their formula units. -/
theorem fractionB_eq : fractionB = ![0, 1/4, 1/2, 2/3, 3/4, 1] := by
  ext i
  fin_cases i <;> norm_num [fractionB, atomsA, atomsB]

/-- The conditions on a mixture, written out phase by phase. -/
theorem isMixture_iff {f : Fin 6 → ℝ} {x : ℝ} :
    IsMixture f x ↔ (∀ i, 0 ≤ f i) ∧ f 0 + f 1 + f 2 + f 3 + f 4 + f 5 = 1 ∧
      f 0 * 0 + f 1 * (1/4) + f 2 * (1/2) + f 3 * (2/3) + f 4 * (3/4) + f 5 * 1 = x := by
  unfold IsMixture
  rw [fractionB_eq]
  simp only [Fin.sum_univ_six]
  exact Iff.rfl

/-- Six nonnegative atomic fractions that sum to one and have mean B fraction `x` give a mixture
whose energy is the weighted sum of the phase energies. -/
theorem mem_mixtureEnergies {p₀ p₁ p₂ p₃ p₄ p₅ a b c d w g x y : ℝ}
    (ha : 0 ≤ a) (hb : 0 ≤ b) (hc : 0 ≤ c) (hd : 0 ≤ d) (hw : 0 ≤ w) (hg : 0 ≤ g)
    (hsum : a + b + c + d + w + g = 1)
    (hx : a * 0 + b * (1/4) + c * (1/2) + d * (2/3) + w * (3/4) + g * 1 = x)
    (hy : a * p₀ + b * p₁ + c * p₂ + d * p₃ + w * p₄ + g * p₅ = y) :
    y ∈ mixtureEnergies ![p₀, p₁, p₂, p₃, p₄, p₅] x := by
  refine ⟨![a, b, c, d, w, g], isMixture_iff.2 ⟨?_, hsum, hx⟩, ?_⟩
  · intro i
    fin_cases i
    exacts [ha, hb, hc, hd, hw, hg]
  · rw [mixtureEnergy, Fin.sum_univ_six]
    exact hy

/-- The energy of any mixture is the value on the AB2–B tie line at its composition plus
a positive cost for each atom in A, A3B, AB or AB3. -/
theorem energy_eq_tieLine_add {f : Fin 6 → ℝ} {x : ℝ} (hf : IsMixture f x) :
    mixtureEnergy formationEnergy f =
      -0.84 * (1 - x) + 0.84 * f 0 + 0.43 * f 1 + 0.07 * f 2 + 0.06 * f 4 := by
  obtain ⟨-, hs, hb⟩ := isMixture_iff.1 hf
  rw [mixtureEnergy, Fin.sum_univ_six]
  change f 0 * 0 + f 1 * (-0.20) + f 2 * (-0.35) + f 3 * (-0.28) + f 4 * (-0.15) + f 5 * 0 = _
  linarith

/-- At every B fraction between 0 and 1 the least energy of a mixture is the largest of the four
tie-line values. -/
theorem isLeast_tieLineEnvelope {x : ℝ} (h0 : 0 ≤ x) (h1 : x ≤ 1) :
    IsLeast (mixtureEnergies formationEnergy x) (tieLineEnvelope x) := by
  -- no mixture lies below any of the four lines
  have low : ∀ y ∈ mixtureEnergies formationEnergy x, tieLineEnvelope x ≤ y := by
    rintro y ⟨f, hf, rfl⟩
    have he := energy_eq_tieLine_add hf
    obtain ⟨hn, hs, hb⟩ := isMixture_iff.1 hf
    have n0 := hn 0
    have n1 := hn 1
    have n2 := hn 2
    have n3 := hn 3
    have n4 := hn 4
    have n5 := hn 5
    unfold tieLineEnvelope
    exact max_le (max_le (by linarith) (by linarith)) (max_le (by linarith) (by linarith))
  -- the two neighbouring stable phases reach one of the lines
  have reach : ∃ y ∈ mixtureEnergies formationEnergy x, y ≤ tieLineEnvelope x := by
    unfold formationEnergy tieLineEnvelope
    rcases le_total x (1/4) with h | h
    · refine ⟨-0.8 * x, ?_, le_max_of_le_left (le_max_left _ _)⟩
      apply mem_mixtureEnergies (a := 1 - 4 * x) (b := 4 * x) (c := 0) (d := 0) (w := 0)
        (g := 0) <;> linarith
    rcases le_total x (1/2) with h' | h'
    · refine ⟨-0.05 - 0.6 * x, ?_, le_max_of_le_left (le_max_right _ _)⟩
      apply mem_mixtureEnergies (a := 0) (b := 2 - 4 * x) (c := 4 * x - 1) (d := 0) (w := 0)
        (g := 0) <;> linarith
    rcases le_total x (2/3) with h'' | h''
    · refine ⟨-0.56 + 0.42 * x, ?_, le_max_of_le_right (le_max_left _ _)⟩
      apply mem_mixtureEnergies (a := 0) (b := 0) (c := 4 - 6 * x) (d := 6 * x - 3) (w := 0)
        (g := 0) <;> linarith
    · refine ⟨-0.84 + 0.84 * x, ?_, le_max_of_le_right (le_max_right _ _)⟩
      apply mem_mixtureEnergies (a := 0) (b := 0) (c := 0) (d := 3 - 3 * x) (w := 0)
        (g := 3 * x - 2) <;> linarith
  obtain ⟨y, hy, hle⟩ := reach
  have e : tieLineEnvelope x = y := le_antisymm (low y hy) hle
  exact ⟨by rw [e]; exact hy, low⟩

/-- AB3 lies 0.06 eV per atom above the hull, and the other five phases lie on it. -/
theorem energyAboveHull_eq : energyAboveHull formationEnergy = ![0, 0, 0, 0, 0.06, 0] := by
  ext i
  have hx : 0 ≤ fractionB i ∧ fractionB i ≤ 1 := by
    rw [fractionB_eq]
    fin_cases i <;> norm_num
  rw [energyAboveHull, hullEnergy, (isLeast_tieLineEnvelope hx.1 hx.2).csInf_eq, fractionB_eq]
  fin_cases i <;> norm_num [formationEnergy, tieLineEnvelope, max_def]

/-- At B fraction 3/4 the least energy of a mixture is -0.21 eV per atom, it is attained only by
atomic fractions 3/4 of AB2 and 1/4 of B, and AB3 lies 0.06 eV per atom above the hull. -/
theorem hull_at_three_quarters :
    IsLeast (mixtureEnergies formationEnergy (3/4)) (-0.21) ∧
    (∀ f, IsMixture f (3/4) →
      (mixtureEnergy formationEnergy f = -0.21 ↔ f = ![0, 0, 0, 3/4, 0, 1/4])) ∧
    energyAboveHull formationEnergy 4 = 0.06 := by
  refine ⟨?_, ?_, ?_⟩
  · have h := isLeast_tieLineEnvelope (x := 3/4) (by norm_num) (by norm_num)
    have e : tieLineEnvelope (3/4) = -0.21 := by norm_num [tieLineEnvelope, max_def]
    rwa [e] at h
  · intro f hf
    have he := energy_eq_tieLine_add hf
    constructor
    · intro h
      obtain ⟨hn, hs, hb⟩ := isMixture_iff.1 hf
      have n0 := hn 0
      have n1 := hn 1
      have n2 := hn 2
      have n4 := hn 4
      -- every positive cost must vanish; the atom balance fixes the rest
      have z0 : f 0 = 0 := by linarith
      have z1 : f 1 = 0 := by linarith
      have z2 : f 2 = 0 := by linarith
      have z4 : f 4 = 0 := by linarith
      have z3 : f 3 = 3/4 := by linarith
      have z5 : f 5 = 1/4 := by linarith
      ext i
      fin_cases i
      exacts [z0, z1, z2, z3, z4, z5]
    · rintro rfl
      rw [he]
      change -0.84 * (1 - 3/4) + 0.84 * 0 + 0.43 * 0 + 0.07 * 0 + 0.06 * 0 = (-0.21 : ℝ)
      norm_num
  · rw [energyAboveHull_eq]
    rfl

/-- If AB3 had formation energy `e` and the other phases kept theirs, the least energy of
a mixture at B fraction 3/4 would be the smaller of `e` and -0.21 eV per atom. -/
theorem isLeast_of_AB3_energy (e : ℝ) :
    IsLeast (mixtureEnergies ![0, -0.20, -0.35, -0.28, e, 0] (3/4)) (min e (-0.21)) := by
  constructor
  · rcases le_total e (-0.21) with h | h
    · rw [min_eq_left h]
      apply mem_mixtureEnergies (a := 0) (b := 0) (c := 0) (d := 0) (w := 1) (g := 0) <;>
        linarith
    · rw [min_eq_right h]
      apply mem_mixtureEnergies (a := 0) (b := 0) (c := 0) (d := 3/4) (w := 0) (g := 1/4) <;>
        linarith
  · rintro y ⟨f, hf, rfl⟩
    obtain ⟨hn, hs, hb⟩ := isMixture_iff.1 hf
    have n0 := hn 0
    have n1 := hn 1
    have n2 := hn 2
    have n3 := hn 3
    have n4 := hn 4
    have n5 := hn 5
    rw [mixtureEnergy, Fin.sum_univ_six]
    change _ ≤ f 0 * 0 + f 1 * (-0.20) + f 2 * (-0.35) + f 3 * (-0.28) + f 4 * e + f 5 * 0
    rcases le_total e (-0.21) with h | h
    · have k : 0 ≤ (1 - f 4) * (-0.21 - e) :=
        mul_nonneg (by linarith) (by linarith)
      rw [min_eq_left h]
      linarith
    · have k : 0 ≤ f 4 * (e - (-0.21)) := mul_nonneg n4 (by linarith)
      rw [min_eq_right h]
      linarith

end

end BinaryAlloyHull
```

```lean
#print axioms BinaryAlloyHull.energyAboveHull_eq
#print axioms BinaryAlloyHull.hull_at_three_quarters
#print axioms BinaryAlloyHull.isLeast_of_AB3_energy
```

```
'BinaryAlloyHull.energyAboveHull_eq' depends on axioms: [propext, Classical.choice, Quot.sound]
'BinaryAlloyHull.hull_at_three_quarters' depends on axioms: [propext, Classical.choice, Quot.sound]
'BinaryAlloyHull.isLeast_of_AB3_energy' depends on axioms: [propext, Classical.choice, Quot.sound]
```

## Phases, mixtures and the hull energy

The physical question is whether AB3 can lower its energy by separating into other phases without changing the overall composition. The six energies are given data, measured relative to pure A and pure B, which is why the two elements have energy zero.

The phases are numbered 0 to 5 in the order above. `atomsA` and `atomsB` count the atoms in each formula unit, and `fractionB` computes the B fraction $x_i$ from them. A mixture, `IsMixture f x`, is a list of numbers $f_i\ge 0$ with

$$\sum_i f_i=1,\qquad \sum_i f_i x_i=x .$$

Here $f_i$ is the fraction of all atoms that sit in phase $i$, not a fraction of formula units. The optimal mixture therefore corresponds to the reaction AB3 → AB2 + B: of four atoms, three go into AB2 and one into B.

With $E_i$ the energy per atom of phase $i$, `mixtureEnergy` is $\sum_i f_iE_i$. `hullEnergy` is the infimum of this energy over all mixtures of composition $x$, and `energyAboveHull` is the difference between a phase's energy and the hull energy at its own composition. `IsLeast` says that a value is attained by some mixture and that no mixture lies below it.

The main theorem, `hull_at_three_quarters`, has three parts: the minimum −0.21, the uniqueness of the mixture that attains it, and the distance 0.06 for AB3. `isLeast_tieLineEnvelope` gives the least energy at every $x$ from 0 to 1, and `energyAboveHull_eq` shows that the other five phases lie on the hull.

Hull distances of this kind are used to screen computed compounds for stability; here the comparison is limited to six phases with fixed energies. The step to a real alloy is the assumption that its free energy is that of such a mixture, which leaves out entropy, interfaces, solid solubility and any unlisted phase.

## Heights above the tie lines

The tie lines through neighbouring stable phases are

$$\ell_1=-0.8x,\quad \ell_2=-0.05-0.6x,\quad \ell_3=-0.56+0.42x,\quad \ell_4=-0.84+0.84x .$$

The last four columns give the heights $E_i-\ell_k(x_i)$.

| $i$ | Phase | $x_i$ | $E_i$ | $\ell_1$ | $\ell_2$ | $\ell_3$ | $\ell_4$ |
|---|---|---|---|---|---|---|---|
| 0 | A | 0 | 0 | 0 | 0.05 | 0.56 | 0.84 |
| 1 | A3B | 1/4 | −0.20 | 0 | 0 | 0.255 | 0.43 |
| 2 | AB | 1/2 | −0.35 | 0.05 | 0 | 0 | 0.07 |
| 3 | AB2 | 2/3 | −0.28 | 19/75 | 0.17 | 0 | 0 |
| 4 | AB3 | 3/4 | −0.15 | 0.45 | 0.35 | 0.095 | 0.06 |
| 5 | B | 1 | 0 | 0.80 | 0.65 | 0.14 | 0 |

Because $\ell_k$ is a straight line and the fractions sum to one, $\sum_i f_i\ell_k(x_i)=\ell_k(x)$. Hence

$$\sum_i f_iE_i=\ell_k(x)+\sum_i f_i\,[E_i-\ell_k(x_i)]\ \ge\ \ell_k(x).$$

For $k=4$ this reads

$$\sum_i f_iE_i=-0.84(1-x)+0.84f_0+0.43f_1+0.07f_2+0.06f_4 .$$

At $x=3/4$ the first term is −0.21. Equality with −0.21 forces $f_0=f_1=f_2=f_4=0$. The balances $f_3+f_5=1$ and $\tfrac23f_3+f_5=\tfrac34$ then give $f_3=3/4$ and $f_5=1/4$. This mixture does have energy $\tfrac34(-0.28)=-0.21$, and AB3 lies $-0.15+0.21=0.06$ above it.

For general $x$, no mixture lies below the largest of the four lines. The lever rule supplies mixtures that reach it:

- $0\le x\le\frac14$: $1-4x$ of A and $4x$ of A3B;
- $\frac14\le x\le\frac12$: $2-4x$ of A3B and $4x-1$ of AB;
- $\frac12\le x\le\frac23$: $4-6x$ of AB and $6x-3$ of AB2;
- $\frac23\le x\le1$: $3-3x$ of AB2 and $3x-2$ of B.

## From the table to the Lean proof

`fractionB_eq` computes the column $x_i$, and `isMixture_iff` writes out the two balances. `mem_mixtureEnergies` turns six explicit fractions into a mixture, and `energy_eq_tieLine_add` is the identity for $k=4$.

In `isLeast_tieLineEnvelope`, `low` proves the four lower bounds and `reach` gives the lever-rule mixtures. Each of these has an energy on one of the lines, hence at most the maximum; `low` gives the reverse inequality. The proof thus never has to compare the lines with each other. `energyAboveHull_eq` evaluates the maximum at the six compositions, and the uniqueness proof sets the four costs to zero as above.

The lower bounds all come from `linarith`. This tactic looks for a linear combination of the hypotheses that contradicts the negated goal, with nonnegative multipliers on the inequalities and arbitrary ones on the equations. For the bound by $\ell_k$, the heights in the table serve as multipliers of the conditions $f_i\ge0$.

## A different energy for AB3

If AB3 has energy $e$ instead, the coefficient of $f_4$ at $x=3/4$ becomes $e+0.21$. For $e\ge-0.21$ the minimum stays at −0.21. For $e<-0.21$, the bound $f_4\le1$ gives an energy of at least $-0.21+(e+0.21)=e$, which pure AB3 attains. `isLeast_of_AB3_energy` states the result as `min e (-0.21)`, so AB3 reaches the hull exactly when $e\le-0.21$. Since $f_4e$ is a product of two unknowns, the proof supplies the needed product inequality as `k` before calling `linarith`.
